# The index-2 sublattices of \(\mathbb Z^d\) form exactly \(d\) orbits under signed permutations

A doubled cell of a crystal lattice is a primitive cell of a sublattice that contains half of the lattice points. Such cells describe, for instance, an ordered AB alloy with A on the sublattice and B on the remaining sites. In the simple cubic lattice, many of these sublattices differ only by a rotation or reflection of the parent lattice. The problem is to count those that are really different, for the hypercubic lattice in any dimension.

The parent lattice is \(\mathbb Z^d\), written `Fin d → ℤ`, with axes numbered \(0,\dots,d-1\) and unit vectors \(e_i\) (`Pi.single i 1`). A sublattice is an additive subgroup \(H\). Its index, `H.index`, is the number of its cosets, so index 2 means a doubled cell.

In Lean 4 with Mathlib:

```lean
import Mathlib

open Finset

namespace SuperlatticeSymmetry

variable {d : ℕ}
```

For integer coefficients \(a_i\), the parity sublattice \(L_a\) consists of the points \(x\) at which \(\sum_i a_i x_i\) is even. It is a subgroup because sums and negatives of even numbers are even.

```lean
/-- The sublattice of the hypercubic lattice cut out by the parity condition
`∑ i, a i * x i` even. -/
def paritySublattice (a : Fin d → ℤ) : AddSubgroup (Fin d → ℤ) where
  carrier := {x | Even (∑ i, a i * x i)}
  zero_mem' := by simp
  add_mem' hx hy := by simpa [mul_add, Finset.sum_add_distrib] using Even.add hx hy
  neg_mem' hx := by simpa using Even.neg hx
```

The number of odd coefficients is written \(m(a)\).

```lean
/-- The number of odd coefficients in a parity condition. -/
def oddCount (a : Fin d → ℤ) : ℕ := (univ.filter fun i => Odd (a i)).card
```

A signed permutation \(g\) has a permutation \(\sigma\) of the axes and signs \(s_i=\pm1\) (elements of `ℤˣ`), with the convention \((gx)_i=s_i\,x_{\sigma(i)}\). For \(d=3\) these are the 48 operations of the full cubic point group \(O_h\).

```lean
/-- The signed permutation of the lattice that permutes the coordinates by `σ` and
multiplies them by the signs `s`. -/
def signedPerm (σ : Equiv.Perm (Fin d)) (s : Fin d → ℤˣ) :
    (Fin d → ℤ) ≃+ (Fin d → ℤ) where
  toFun x i := s i * x (σ i)
  invFun y j := s (σ.symm j) * y (σ.symm j)
  left_inv x := by
    ext j
    rcases Int.units_eq_one_or (s (σ.symm j)) with h | h <;> simp [h]
  right_inv y := by
    ext i
    rcases Int.units_eq_one_or (s i) with h | h <;> simp [h]
  map_add' x y := by
    ext i
    simp [mul_add]
```

Two sublattices are equivalent if some \(g\) maps the first onto the second. The name `CubicEquivalent` is used in every dimension.

```lean
/-- Two sublattices are equivalent if some signed permutation carries the first onto
the second. -/
def CubicEquivalent (H K : AddSubgroup (Fin d → ℤ)) : Prop :=
  ∃ σ s, H.map (signedPerm σ s).toAddMonoidHom = K
```

## (a) Membership

Show that
\[
x\in L_a \iff \sum_i a_i x_i \text{ is even}.
\]

**Solution.** This is the definition of \(L_a\), recorded so that later steps can rewrite with it.

```lean
/-- A lattice point belongs to the parity sublattice exactly when its weighted coordinate
sum is even. -/
theorem mem_parity (a x : Fin d → ℤ) :
    x ∈ paritySublattice a ↔ Even (∑ i, a i * x i) := Iff.rfl
```

## (b) Parity of a sum

Let \(f_i\) and \(g_i\) be integers that have the same parity for every \(i\). Show that, for every set \(s\) of axes,
\[
\sum_{i\in s} f_i \text{ even} \iff \sum_{i\in s} g_i \text{ even}.
\]

**Solution.** Use induction on \(s\). Both empty sums are 0. When an axis \(i\) is added, \(f_i+F\) is even exactly when \(f_i\) and the old sum \(F\) have equal parity, and the same holds for \(g\). Both parities agree by assumption and by induction.

```lean
/-- The parity of a sum depends only on the parities of its terms. -/
theorem even_sum_congr {f g : Fin d → ℤ} (s : Finset (Fin d))
    (h : ∀ i, Even (f i) ↔ Even (g i)) :
    Even (∑ i ∈ s, f i) ↔ Even (∑ i ∈ s, g i) := by
  induction s using Finset.induction_on with
  | empty => simp
  | insert i s hi ih =>
    rw [sum_insert hi, sum_insert hi, Int.even_add, Int.even_add, h i, ih]
```

## (c) When two conditions give the same sublattice

Show that
\[
L_a=L_b \iff \text{for every } i,\ (a_i \text{ odd} \Leftrightarrow b_i \text{ odd}).
\]

**Solution.** Inserting \(e_i\) into the condition leaves only \(a_i\), so \(e_i\in L_a\) exactly when \(a_i\) is even. This is `key` in the code, stated there for any coefficient vector. If \(L_a=L_b\), it follows that \(a_i\) and \(b_i\) have the same parity. Conversely, if the parities agree, \(a_ix_i\) and \(b_ix_i\) have equal parity for each \(i\), and (b) gives the same condition on \(x\).

```lean
/-- Two parity conditions define the same sublattice exactly when their odd coefficients
sit at the same places. -/
theorem parity_eq_iff (a b : Fin d → ℤ) :
    paritySublattice a = paritySublattice b ↔ ∀ i, (Odd (a i) ↔ Odd (b i)) := by
  constructor
  · intro h i
    -- test the two conditions on the unit vector along axis `i`
    have key : ∀ c : Fin d → ℤ,
        (Pi.single i 1 : Fin d → ℤ) ∈ paritySublattice c ↔ Even (c i) := by
      intro c
      rw [mem_parity]
      simp [Pi.single_apply]
    rw [← Int.not_even_iff_odd, ← Int.not_even_iff_odd, ← key a, ← key b, h]
  · intro h
    ext x
    rw [mem_parity, mem_parity]
    refine even_sum_congr _ fun i => ?_
    have hi := h i
    simp only [← Int.not_even_iff_odd] at hi
    simp only [Int.even_mul]
    tauto
```

## (d) All sublattices of index 2

Show that
\[
[\mathbb Z^d:H]=2 \iff H=L_a \text{ for some } a \text{ with at least one odd } a_i.
\]

**Solution.** Let \(H\) have index 2. The quotient has two elements, so
\[
x+y\in H \iff (x\in H \Leftrightarrow y\in H).
\]
Put \(a_i=0\) if \(e_i\in H\) and \(a_i=1\) otherwise. The point \(2k\,e_i=k e_i+k e_i\) always lies in \(H\), and \((2k+1)e_i\) lies in \(H\) exactly when \(e_i\) does. Hence \(n e_i\in H\) exactly when \(a_i n\) is even, which is `hs`. Adding the components of \(x=\sum_i x_ie_i\) one axis at a time gives `hx`: \(x\in H\) exactly when \(\sum_i a_ix_i\) is even. If every \(a_i\) were even, \(H\) would be the whole lattice, of index 1.

Conversely, let \(a_i\) be odd. For any lattice point \(x\) (called `b` in this half of the code), the step to \(x+e_i\) changes the sum by \(a_i\). Exactly one of \(x\) and \(x+e_i\) therefore lies in \(L_a\), which is the criterion for index 2.

Finite index alone would not give the rule for sums: in \(\mathbb Z\), with \(H=3\mathbb Z\), the point 1 is outside \(H\), and so is \(1+1\).

```lean
/-- The sublattices of index 2 are exactly those given by a parity condition with at least
one odd coefficient. -/
theorem index_two_iff (H : AddSubgroup (Fin d → ℤ)) :
    H.index = 2 ↔ ∃ a, (∃ i, Odd (a i)) ∧ paritySublattice a = H := by
  classical
  constructor
  · intro h
    -- a coefficient is odd when the unit vector of its axis lies outside `H`
    obtain ⟨a, ha⟩ : ∃ a : Fin d → ℤ,
        ∀ i, Even (a i) ↔ (Pi.single i 1 : Fin d → ℤ) ∈ H :=
      ⟨fun i => if (Pi.single i 1 : Fin d → ℤ) ∈ H then 0 else 1, fun i => by
        by_cases hi : (Pi.single i 1 : Fin d → ℤ) ∈ H <;> simp [hi]⟩
    have hs : ∀ i (n : ℤ), (Pi.single i n : Fin d → ℤ) ∈ H ↔ Even (a i * n) := by
      intro i n
      rcases Int.even_or_odd' n with ⟨k, rfl | rfl⟩ <;>
        simp [two_mul, Pi.single_add, AddSubgroup.add_mem_iff_of_index_two h, ha,
          Int.even_mul]
    -- assemble a lattice point from its components along the axes
    have hx : ∀ (x : Fin d → ℤ) (s : Finset (Fin d)),
        (∑ i ∈ s, (Pi.single i (x i) : Fin d → ℤ)) ∈ H ↔ Even (∑ i ∈ s, a i * x i) := by
      intro x s
      induction s using Finset.induction_on with
      | empty => simp [H.zero_mem]
      | insert i s hi ih =>
        rw [sum_insert hi, sum_insert hi, AddSubgroup.add_mem_iff_of_index_two h,
          Int.even_add, hs, ih]
    have hH : paritySublattice a = H := by
      ext x
      rw [mem_parity, ← hx x univ, Finset.univ_sum_single]
    refine ⟨a, ?_, hH⟩
    by_contra hn
    have htop : H = ⊤ := by
      rw [← hH, AddSubgroup.eq_top_iff']
      intro x
      rw [mem_parity]
      refine (even_sum_congr (g := fun _ => 0) univ fun i => ?_).2 (by simp)
      have hi : Even (a i) := Int.not_odd_iff_even.1 fun ho => hn ⟨i, ho⟩
      simp [hi]
    rw [htop, AddSubgroup.index_top] at h
    omega
  · rintro ⟨a, ⟨i, hi⟩, rfl⟩
    rw [AddSubgroup.index_eq_two_iff]
    refine ⟨Pi.single i 1, fun b => ?_⟩
    -- a unit step along an odd axis switches between the two cosets
    have he : b + Pi.single i 1 ∈ paritySublattice a ↔ ¬ b ∈ paritySublattice a := by
      have h1 : ∑ j, a j * (b + Pi.single i 1 : Fin d → ℤ) j =
          (∑ j, a j * b j) + a i := by
        simp [mul_add, Finset.sum_add_distrib, Pi.single_apply]
      have h2 := Int.not_even_iff_odd.2 hi
      rw [mem_parity, mem_parity, h1, Int.even_add]
      tauto
    by_cases hb : b ∈ paritySublattice a
    · exact Or.inr ⟨hb, fun h => he.1 h hb⟩
    · exact Or.inl ⟨he.2 hb, hb⟩
```

## (e) The action on the coefficients

Show that a signed permutation \(g\) with data \(\sigma,s\) acts by
\[
g(L_a)=L_{a'},\qquad a'_i=a_{\sigma(i)}.
\]

**Solution.** A point \(y\) lies in \(g(L_a)\) exactly when \(g^{-1}y\in L_a\). From the convention for \(g\), \((g^{-1}y)_{\sigma(i)}=s_iy_i\), so relabelling the sum by \(\sigma\) gives
\[
\sum_j a_j(g^{-1}y)_j=\sum_i a_{\sigma(i)}s_iy_i .
\]
A sign does not change the parity of a term, so by (b) the \(s_i\) can be removed.

```lean
/-- A signed permutation permutes the coefficients of a parity condition; the signs have
no effect. -/
theorem map_parity (σ : Equiv.Perm (Fin d)) (s : Fin d → ℤˣ) (a : Fin d → ℤ) :
    (paritySublattice a).map (signedPerm σ s).toAddMonoidHom =
      paritySublattice (fun i => a (σ i)) := by
  ext y
  rw [AddSubgroup.mem_map_equiv, mem_parity, mem_parity, ← Equiv.sum_comp σ]
  refine even_sum_congr _ fun i => ?_
  have hy : (signedPerm σ s).symm y (σ i) = s i * y i := by
    change (s (σ.symm (σ i)) : ℤ) * y (σ.symm (σ i)) = _
    rw [Equiv.symm_apply_apply]
  simp only [hy]
  rcases Int.units_eq_one_or (s i) with h | h <;> simp [h]
```

## (f) The invariant

Show that
\[
L_a \text{ and } L_b \text{ are equivalent} \iff m(a)=m(b).
\]

**Solution.** If \(g(L_a)=L_b\), then (e) and (c) say that \(a_{\sigma(i)}\) is odd exactly when \(b_i\) is. Thus \(\sigma\) maps the odd places of \(b\) one-to-one onto those of \(a\), and the counts agree.

If the counts agree, match the odd places of \(b\) with those of \(a\) and extend the matching to a permutation \(\sigma\) of all axes. Then \(a_{\sigma(i)}\) is odd wherever \(b_i\) is. The code obtains the converse by counting: one set of odd places contains the other and both have the same size, so they are equal. With all signs \(+1\), (e) and (c) give \(g(L_a)=L_b\).

```lean
/-- Two parity sublattices are related by a signed permutation exactly when their
conditions have the same number of odd coefficients. -/
theorem equivalent_iff (a b : Fin d → ℤ) :
    CubicEquivalent (paritySublattice a) (paritySublattice b) ↔
      oddCount a = oddCount b := by
  constructor
  · rintro ⟨σ, s, h⟩
    rw [map_parity, parity_eq_iff] at h
    exact (Finset.card_equiv σ fun i => by simpa using (h i).symm).symm
  · intro h
    -- extend a matching of the odd places to a permutation of all axes
    let e : {i // Odd (b i)} ≃ {i // Odd (a i)} := Fintype.equivOfCardEq (by
      rw [Fintype.card_subtype, Fintype.card_subtype]
      exact h.symm)
    obtain ⟨σ, hσ⟩ : ∃ σ : Equiv.Perm (Fin d), ∀ i, Odd (b i) → Odd (a (σ i)) :=
      ⟨e.extendSubtype, fun i hi => e.extendSubtype_mem i hi⟩
    have hc : oddCount (fun i => a (σ i)) = oddCount a :=
      Finset.card_equiv σ fun i => by simp
    have hB : (univ.filter fun i => Odd (b i)) = univ.filter fun i => Odd (a (σ i)) :=
      Finset.eq_of_subset_of_card_le
        (fun i hi => Finset.mem_filter.2 ⟨mem_univ _, hσ i (Finset.mem_filter.1 hi).2⟩)
        (hc.trans h).le
    refine ⟨σ, 1, ?_⟩
    rw [map_parity, parity_eq_iff]
    refine fun i => ⟨fun hi => ?_, hσ i⟩
    have hm : i ∈ univ.filter fun i => Odd (b i) := by
      rw [hB]
      exact Finset.mem_filter.2 ⟨mem_univ i, hi⟩
    exact (Finset.mem_filter.1 hm).2
```

## (g) The range of the invariant

For \(a\) with at least one odd coefficient, show that
\[
0<m(a)\le d .
\]

**Solution.** The set of odd places is non-empty and is a subset of the \(d\) axes.

```lean
/-- A parity condition with an odd coefficient has between 1 and `d` of them. -/
theorem oddCount_bounds (a : Fin d → ℤ) (h : ∃ i, Odd (a i)) :
    0 < oddCount a ∧ oddCount a ≤ d := by
  obtain ⟨i, hi⟩ := h
  refine ⟨Finset.card_pos.2 ⟨i, Finset.mem_filter.2 ⟨mem_univ _, hi⟩⟩, ?_⟩
  simpa [oddCount] using Finset.card_le_univ (univ.filter fun i => Odd (a i))
```

## (h) The number of orbits

By (d), each \(H\) of index 2 equals some \(L_a\); by (f), equivalence of two such sublattices is equality of their values of \(m\). It is therefore an equivalence relation, and its classes are the orbits. The name `doubledCells` denotes this relation, not a list of cells.

```lean
/-- The equivalence relation on the sublattices of index 2 whose classes are the orbits under signed
permutations. -/
def doubledCells (d : ℕ) : Setoid {H : AddSubgroup (Fin d → ℤ) // H.index = 2} where
  r H K := CubicEquivalent H.1 K.1
  iseqv := by
    choose a ha using fun H : {H : AddSubgroup (Fin d → ℤ) // H.index = 2} =>
      (index_two_iff H.1).1 H.2
    have key : ∀ H K, CubicEquivalent H.1 K.1 ↔ oddCount (a H) = oddCount (a K) :=
      fun H K => by rw [← equivalent_iff, (ha H).2, (ha K).2]
    exact ⟨fun H => (key H H).2 rfl, fun {H K} h => (key K H).2 ((key H K).1 h).symm,
      fun {H K L} h g => (key H L).2 (((key H K).1 h).trans ((key K L).1 g))⟩
```

Show that
\[
\#\{\text{orbits of index-2 sublattices of } \mathbb Z^d\}=d .
\]

**Solution.** For \(k=0,\dots,d-1\) take the condition "\(x_0+\dots+x_k\) is even", with coefficient vector \(r_k\). It has \(m(r_k)=k+1\). Different \(k\) give different counts, hence different orbits by (f). Any index-2 sublattice is \(L_a\) with \(1\le m(a)\le d\) by (d) and (g), so it lies in the orbit of \(k=m(a)-1\). The map from \(k\) to orbits is a bijection. For \(d=0\) there are no such sublattices and no orbits.

```lean
/-- The sublattices of index 2 of the `d`-dimensional hypercubic lattice form exactly `d`
orbits under signed permutations. -/
theorem card_doubledCells (d : ℕ) : Nat.card (Quotient (doubledCells d)) = d := by
  -- representatives: the sum of the coordinates `0, …, k` is even
  let r : Fin d → Fin d → ℤ := fun k i => if i ≤ k then 1 else 0
  have hr : ∀ k, oddCount (r k) = k + 1 := by
    intro k
    have hf : (univ.filter fun i => Odd (r k i)) = Finset.Iic k := by
      ext i
      by_cases h : i ≤ k <;> simp [r, h, ← Int.not_even_iff_odd]
    rw [oddCount, hf, Fin.card_Iic]
  let f : Fin d → Quotient (doubledCells d) := fun k =>
    Quotient.mk _ ⟨paritySublattice (r k),
      (index_two_iff _).2 ⟨r k, ⟨k, by simp [r]⟩, rfl⟩⟩
  have hf : Function.Bijective f := by
    constructor
    · intro k l hkl
      have h : CubicEquivalent (paritySublattice (r k)) (paritySublattice (r l)) :=
        Quotient.exact hkl
      rw [equivalent_iff, hr, hr] at h
      exact Fin.ext (by omega)
    · intro q
      obtain ⟨⟨H, hH⟩, rfl⟩ := Quotient.exists_rep q
      obtain ⟨a, ha, rfl⟩ := (index_two_iff H).1 hH
      have hb := oddCount_bounds a ha
      refine ⟨⟨oddCount a - 1, by omega⟩, Quotient.sound ?_⟩
      refine (equivalent_iff _ a).2 ?_
      rw [hr]
      change oddCount a - 1 + 1 = oddCount a
      omega
  rw [← Nat.card_eq_of_bijective f hf, Nat.card_eq_fintype_card, Fintype.card_fin]
```

## (i) The simple cubic lattice

Show that every index-2 sublattice of \(\mathbb Z^3\) is equivalent to one of
\[
L_{(1,0,0)},\qquad L_{(1,1,0)},\qquad L_{(1,1,1)} .
\]

**Solution.** By (d) and (g), \(H=L_a\) with \(m(a)\in\{1,2,3\}\), and the three listed conditions have exactly these counts, so (f) applies. The different counts also make the three pairwise inequivalent, again by (f). In coordinates the conditions are \(x\) even, \(x+y\) even and \(x+y+z\) even. Filling the sublattice with A and the rest with B gives alternating (100) planes, alternating (110) planes and the rocksalt arrangement.

```lean
/-- Every sublattice of index 2 of the simple cubic lattice is equivalent to the one given
by `x` even, by `x + y` even or by `x + y + z` even. -/
theorem simple_cubic_doubled_cells (H : AddSubgroup (Fin 3 → ℤ)) (hH : H.index = 2) :
    CubicEquivalent (paritySublattice ![1, 0, 0]) H ∨
    CubicEquivalent (paritySublattice ![1, 1, 0]) H ∨
    CubicEquivalent (paritySublattice ![1, 1, 1]) H := by
  have h1 : oddCount ![1, 0, 0] = 1 := by decide
  have h2 : oddCount ![1, 1, 0] = 2 := by decide
  have h3 : oddCount ![1, 1, 1] = 3 := by decide
  obtain ⟨a, ha, rfl⟩ := (index_two_iff H).1 hH
  have hb := oddCount_bounds a ha
  rw [equivalent_iff, equivalent_iff, equivalent_iff, h1, h2, h3]
  omega

end SuperlatticeSymmetry
```

```lean
#print axioms SuperlatticeSymmetry.card_doubledCells
#print axioms SuperlatticeSymmetry.simple_cubic_doubled_cells
```

```
'SuperlatticeSymmetry.card_doubledCells' depends on axioms: [propext, Classical.choice, Quot.sound]
'SuperlatticeSymmetry.simple_cubic_doubled_cells' depends on axioms: [propext, Classical.choice, Quot.sound]
```

## Energies of the three orderings in a nearest-neighbour model

In a cluster expansion on a simple cubic parent lattice, the seven non-zero parity patterns of \((a_0,a_1,a_2)\) give seven doubled cells, but cubic symmetry leaves at most three different total energies among them. Take the occupation variable \(\tau(x)=(-1)^{\sum_i a_ix_i}\), equal to \(+1\) on A and \(-1\) on B, and a single pair energy \(J\tau(x)\tau(x')\) for each nearest-neighbour bond. A bond along axis \(i\) contributes \(J(-1)^{a_i}\), and there is one bond per site along each axis, so the energy per site is
\[
E=J\sum_{i=0}^{2}(-1)^{a_i}=J\,(3-2m(a)),
\]
that is, \(J\), \(-J\) and \(-3J\) for the three orbits.

Equivalent sublattices give equal energies if the interactions of the real crystal have the full cubic point symmetry. This is a physical assumption, and the theorems concern only the geometry of the lattice. Under a fixed tetragonal strain along \(z\), for example, the orderings "\(x\) even" and "\(z\) even" can have different energies.
